# With positive regularization constants, the rSCAN indicator stays below 1 in the uniform gas and, wherever it is not zero, changes under coordinate scaling

In a uniform electron gas whose kinetic energy density \(U\) equals the rSCAN constant \(t\), the regularized ratio \(U/(U+t)\) is \(1/2\), where the unregularized ratio \(U/U\) is \(1\). Compress the gas until \(U\) doubles and the regularized ratio becomes \(2/3\), while the unregularized one is still \(1\).

```lean
import Mathlib

open Filter Topology Set

namespace RegularizedSCAN

noncomputable section

/-- The rSCAN damping map `a ↦ a³ / (a² + r)`, for `a² + r ≠ 0`. -/
def damp (r a : ℝ) : ℝ := a ^ 3 / (a ^ 2 + r)

/-- The regularized iso-orbital indicator of rSCAN, for excess kinetic energy density
`D = τ - τ_W`, uniform-gas kinetic energy density `U` and regularization constants `t`, `r`.
Its domain is `U + t ≠ 0` and `(D / (U + t))² + r ≠ 0`. -/
def alphaReg (t r D U : ℝ) : ℝ := damp r (D / (U + t))

/-- The regularized indicator in a uniform electron gas, where `τ_W = 0` and `τ = U`;
the domain is that of `alphaReg` with `D = U`. -/
def uniformAlpha (t r U : ℝ) : ℝ := alphaReg t r U U

/-- The regularized indicator after uniform coordinate scaling by `l`, which multiplies
both kinetic energy densities by `l⁵`; the domain is that of `alphaReg` at the scaled
densities. -/
def scaledAlpha (t r D U l : ℝ) : ℝ := alphaReg t r (l ^ 5 * D) (l ^ 5 * U)

/-- For `r ≥ 0` the damping map is strictly increasing on positive arguments. -/
theorem damp_lt_damp {r a b : ℝ} (hr : 0 ≤ r) (ha : 0 < a) (hab : a < b) :
    damp r a < damp r b := by
  have hb : 0 < b := ha.trans hab
  unfold damp
  rw [div_lt_div_iff₀ (by positivity) (by positivity)]
  have h1 : 0 < a ^ 2 * b ^ 2 * (b - a) := mul_pos (by positivity) (sub_pos.2 hab)
  have h2 : 0 ≤ r * (b ^ 3 - a ^ 3) :=
    mul_nonneg hr (sub_nonneg.2 (pow_le_pow_left₀ ha.le hab.le 3))
  nlinarith [h1, h2]

/-- Multiplying both kinetic energy densities by a larger common factor strictly raises the
regularized indicator when `t > 0`, `r ≥ 0`, and `D`, `U` and the factors are positive. -/
theorem alphaReg_lt_of_factor_lt {t r D U s s' : ℝ} (ht : 0 < t) (hr : 0 ≤ r)
    (hD : 0 < D) (hU : 0 < U) (hs : 0 < s) (hss : s < s') :
    alphaReg t r (s * D) (s * U) < alphaReg t r (s' * D) (s' * U) := by
  have hs' : 0 < s' := hs.trans hss
  apply damp_lt_damp hr (by positivity)
  rw [div_lt_div_iff₀ (by positivity) (by positivity)]
  -- the terms with `U` cancel, and only the constant `t` distinguishes the two sides
  have h : 0 < (s' - s) * (D * t) := mul_pos (sub_pos.2 hss) (by positivity)
  nlinarith [h]

/-- When both kinetic energy densities grow by a common factor without bound, the
regularized indicator tends to the damped value of the bare ratio `D / U`. -/
theorem tendsto_alphaReg_factor {r D U : ℝ} (t : ℝ) (hr : 0 ≤ r) (hD : 0 < D)
    (hU : 0 < U) :
    Tendsto (fun s : ℝ => alphaReg t r (s * D) (s * U)) atTop (𝓝 (damp r (D / U))) := by
  have h0 : Tendsto (fun s : ℝ => D / (U + t / s)) atTop (𝓝 (D / (U + 0))) :=
    tendsto_const_nhds.div
      (tendsto_const_nhds.add (tendsto_const_nhds.div_atTop tendsto_id))
      (by simpa using hU.ne')
  rw [add_zero] at h0
  have h : Tendsto (fun s : ℝ => s * D / (s * U + t)) atTop (𝓝 (D / U)) := by
    refine h0.congr' ?_
    filter_upwards [eventually_gt_atTop (0 : ℝ)] with s hs
    have e : s * U + t = s * (U + t / s) := by
      rw [mul_add, mul_div_cancel₀ _ hs.ne']
    rw [e, mul_div_mul_left _ _ hs.ne']
  -- the damping map is continuous at the positive ratio `D / U`
  have hne : (D / U) ^ 2 + r ≠ 0 := by positivity
  exact (h.pow 3).div ((h.pow 2).add tendsto_const_nhds) hne

/-- For `t, r > 0`, the rSCAN indicator in the uniform gas increases strictly with the kinetic
energy density `U` and tends to `1 / (1 + r)`; it stays below this limit, which is below `1`. -/
theorem uniform_gas_limit_broken {t r : ℝ} (ht : 0 < t) (hr : 0 < r) :
    StrictMonoOn (uniformAlpha t r) (Ioi 0) ∧
    Tendsto (uniformAlpha t r) atTop (𝓝 (1 / (1 + r))) ∧
    (∀ U, 0 < U → uniformAlpha t r U < 1 / (1 + r)) ∧ 1 / (1 + r) < 1 := by
  refine ⟨?_, ?_, ?_, ?_⟩
  · intro U hU V _ hUV
    have h := alphaReg_lt_of_factor_lt ht hr.le one_pos one_pos (mem_Ioi.1 hU) hUV
    simp only [mul_one] at h
    exact h
  · have h := tendsto_alphaReg_factor t hr.le one_pos one_pos
    simp only [mul_one, div_one] at h
    have e : damp r 1 = 1 / (1 + r) := by simp [damp]
    rw [e] at h
    exact h
  · intro U hU
    have h1 : U / (U + t) < 1 := (div_lt_one (by positivity)).2 (by linarith)
    have h := damp_lt_damp hr.le (by positivity) h1
    have e : damp r 1 = 1 / (1 + r) := by simp [damp]
    rw [e] at h
    exact h
  · exact (div_lt_one (by positivity)).2 (by linarith)

/-- For nonnegative regularization constants, the indicator equals `1` in a uniform gas
exactly when both constants vanish. -/
theorem uniformAlpha_eq_one_iff {t r U : ℝ} (ht : 0 ≤ t) (hr : 0 ≤ r) (hU : 0 < U) :
    uniformAlpha t r U = 1 ↔ t = 0 ∧ r = 0 := by
  constructor
  · intro h
    have hpos : 0 < U + t := by positivity
    obtain ⟨a, ha⟩ : ∃ a, a = U / (U + t) := ⟨_, rfl⟩
    have ha0 : 0 < a := by rw [ha]; positivity
    have ha1 : a ≤ 1 := by rw [ha]; exact (div_le_one hpos).2 (by linarith)
    unfold uniformAlpha alphaReg damp at h
    rw [← ha, div_eq_iff (by positivity), one_mul] at h
    -- `a³ = a² + r` with `a ≤ 1` forces `r = 0`, and then `a = 1`
    have hk : 0 ≤ a ^ 2 * (1 - a) := mul_nonneg (by positivity) (sub_nonneg.2 ha1)
    have hr0 : r = 0 := le_antisymm (by nlinarith [hk, h]) hr
    have hz : a ^ 2 * (a - 1) = 0 := by linear_combination h + hr0
    have ha2 : a - 1 = 0 := (mul_eq_zero.1 hz).resolve_left (by positivity)
    have hone : U / (U + t) = 1 := by linarith
    rw [div_eq_iff hpos.ne', one_mul] at hone
    exact ⟨by linarith, hr0⟩
  · rintro ⟨rfl, rfl⟩
    simp [uniformAlpha, alphaReg, damp, hU.ne']

/-- For `t > 0`, `r ≥ 0` and `D, U > 0`, the regularized indicator increases strictly under uniform
coordinate scaling, and in the high-density limit it tends to the damped value of `D / U`. -/
theorem scaledAlpha_strictMonoOn_and_tendsto {t r D U : ℝ} (ht : 0 < t) (hr : 0 ≤ r)
    (hD : 0 < D) (hU : 0 < U) :
    StrictMonoOn (scaledAlpha t r D U) (Ioi 0) ∧
    Tendsto (scaledAlpha t r D U) atTop (𝓝 (damp r (D / U))) := by
  constructor
  · intro l hl m _ hlm
    have hl0 : 0 < l := hl
    exact alphaReg_lt_of_factor_lt ht hr hD hU (pow_pos hl0 5)
      (pow_lt_pow_left₀ hlm hl0.le (by norm_num))
  · exact (tendsto_alphaReg_factor t hr hD hU).comp
      (tendsto_pow_atTop (by norm_num : (5 : ℕ) ≠ 0))

/-- For nonnegative regularization constants and `D, U > 0`, the indicator is invariant under
uniform coordinate scaling exactly when `t = 0`. -/
theorem scaling_invariant_iff {t r D U : ℝ} (ht : 0 ≤ t) (hr : 0 ≤ r)
    (hD : 0 < D) (hU : 0 < U) :
    (∀ l, 0 < l → scaledAlpha t r D U l = alphaReg t r D U) ↔ t = 0 := by
  constructor
  · intro h
    by_contra hne
    have htp : 0 < t := lt_of_le_of_ne ht (Ne.symm hne)
    -- compare the scale factors 1 and 2
    have h12 := (scaledAlpha_strictMonoOn_and_tendsto htp hr hD hU).1
      (mem_Ioi.2 one_pos) (mem_Ioi.2 two_pos) one_lt_two
    rw [h 1 one_pos, h 2 two_pos] at h12
    exact lt_irrefl _ h12
  · rintro rfl l hl
    simp only [scaledAlpha, alphaReg, add_zero]
    rw [mul_div_mul_left _ _ (pow_pos hl 5).ne']

end

end RegularizedSCAN
```

```lean
#print axioms RegularizedSCAN.uniform_gas_limit_broken
#print axioms RegularizedSCAN.uniformAlpha_eq_one_iff
#print axioms RegularizedSCAN.scaling_invariant_iff
```

```
'RegularizedSCAN.uniform_gas_limit_broken' depends on axioms: [propext, Classical.choice, Quot.sound]
'RegularizedSCAN.uniformAlpha_eq_one_iff' depends on axioms: [propext, Classical.choice, Quot.sound]
'RegularizedSCAN.scaling_invariant_iff' depends on axioms: [propext, Classical.choice, Quot.sound]
```

## The indicator and its two constants

SCAN is a meta-GGA density functional, and rSCAN is a regularized version of it. Both use an iso-orbital indicator to recognise the kind of electronic environment at a point. Let \(\tau\) be the kinetic energy density of the orbitals, \(\tau_W\) the von Weizsäcker value that a single orbital of the same density would have, and \(U\) the value for a uniform gas of that density and spin polarization. With \(D=\tau-\tau_W\), SCAN uses \(D/U\), while rSCAN uses

\[
a=\frac{D}{U+t},\qquad b=f_r(a)=\frac{a^3}{a^2+r}.
\]

In the file \(f_r\) is `damp r` and \(b\) is `alphaReg t r D U`. The constant \(t\) is a small kinetic energy density that keeps the denominator away from zero where the electron density is low. The dimensionless \(r\) flattens the indicator near \(a=0\), in regions dominated by a single orbital: for \(a^2\ll r\), \(b\approx a^3/r\).

A uniform gas has \(\tau_W=0\) and \(\tau=U\), so \(D=U\); this is `uniformAlpha`. Uniform coordinate scaling replaces the density \(n(\mathbf x)\) at position \(\mathbf x\) by \(l^3n(l\mathbf x)\) and multiplies \(\tau\), \(\tau_W\) and \(U\) at corresponding points by \(l^5\); this is `scaledAlpha`. Both facts enter through the definitions and are not derived from orbitals.

## What the four main theorems state

- `uniform_gas_limit_broken`: for \(t,r>0\), the uniform-gas indicator increases strictly with \(U>0\), tends to \(1/(1+r)\) as \(U\to\infty\), and stays below that limit, which is itself below \(1\).
- `uniformAlpha_eq_one_iff`: for \(t,r\ge0\) and any one \(U>0\), the indicator equals \(1\) exactly when \(t=r=0\).
- `scaledAlpha_strictMonoOn_and_tendsto`: for \(t>0\), \(r\ge0\) and \(D,U>0\), the indicator increases strictly with \(l>0\) and tends to \(f_r(D/U)\) as \(l\to\infty\).
- `scaling_invariant_iff`: for \(t,r\ge0\) and \(D,U>0\), the indicator keeps its value for every \(l>0\) exactly when \(t=0\).

The constants therefore do different damage. Either one spoils the uniform-gas value, but only \(t\) spoils scaling invariance, because \(r\) acts on a ratio that is already dimensionless.

In Lean, `StrictMonoOn … (Ioi 0)` means strictly increasing on the positive reals, and `Tendsto … atTop (𝓝 c)` means convergence to \(c\) as the argument grows without bound. All quantities are real numbers at one point in space. The condition \(D>0\) excludes points where \(\tau=\tau_W\); there the indicator is zero at every scale if \(r>0\).

For electronic structure, this concerns exact constraints that SCAN is built to satisfy, but only through one pointwise ingredient: the theorems contain no exchange-correlation energy.

## Why the indicator rises and where it stops

**The damping map.** Let \(r\ge0\) and \(0<a<b\), with \(b\) for the moment just a second argument, as in `damp_lt_damp`. Cross-multiplying \(f_r(a)<f_r(b)\) gives \(a^3(b^2+r)<b^3(a^2+r)\), and

\[
b^3(a^2+r)-a^3(b^2+r)=a^2b^2(b-a)+r(b^3-a^3)>0 .
\]

In the proof, `div_lt_div_iff₀` does the cross-multiplication, `h1` and `h2` are the two terms on the right, and `nlinarith` combines them.

**A common factor.** Let \(r\ge0\) and \(t,D,U>0\). Multiply \(D\) and \(U\) by \(s>0\), and compare with \(s'>s\). After cross-multiplication the terms containing \(U\) cancel:

\[
s'D(sU+t)-sD(s'U+t)=(s'-s)Dt>0 .
\]

So \(a\) rises strictly, and by the first step so does the indicator. This is `alphaReg_lt_of_factor_lt`, and it shows that \(t\) alone drives the change.

For the limit, divide numerator and denominator by \(s\):

\[
\frac{sD}{sU+t}=\frac{D}{U+t/s}\longrightarrow\frac DU\qquad(s\to\infty).
\]

Since \((D/U)^2+r>0\), \(f_r\) is continuous there and the indicator tends to \(f_r(D/U)\). In `tendsto_alphaReg_factor`, `h0` is the limit of the divided form, and `congr'` carries it over to the original ratio, the two being equal for \(s>0\).

**The uniform gas.** Put \(D=U=1\) in the previous step and let \(s\) play the part of the gas's kinetic energy density. The indicator then rises strictly towards \(f_r(1)=1/(1+r)\). It stays below this value because \(U/(U+t)<1\) and \(f_r\) is strictly increasing.

**Coordinate scaling.** Put \(s=l^5\), which is strictly increasing and unbounded for \(l>0\). The Lean proof composes the limit with `tendsto_pow_atTop`.

**When the uniform-gas value is exact.** Suppose \(f_r(a)=1\) with \(a=U/(U+t)\), so that \(0<a\le1\). Then \(a^3=a^2+r\), hence \(r=a^2(a-1)\le0\). Since \(r\ge0\), \(r=0\); then \(a=1\), and so \(t=0\). Conversely, \(t=r=0\) gives \(a=1\) and \(f_0(1)=1\).

**When scaling invariance is exact.** If \(t>0\), the indicator at \(l=2\) exceeds that at \(l=1\), so it cannot be invariant. If \(t=0\), the factor \(l^5\) cancels in \(D/U\).

## The indicator at a grid point

A code that evaluates rSCAN has the density, its gradient and \(\tau\) at each grid point. It forms \(\tau_W\), \(U\) and \(D\), divides \(D\) by \(U+t\), applies \(f_r\), and passes the result to the function that interpolates between environments. Setting the gradient to zero and \(\tau=U\) gives a simple check: the printed indicator should rise with density towards \(1/(1+r)\), up to rounding. Because \(t\) is a kinetic energy density, its numerical value must be converted if the code's units differ from those in which it was specified; \(r\) needs no conversion.
